# Compact form of SR1 updates of a symmetric matrix with nonzero denominators

A quasi-Newton geometry optimisation estimates the Hessian of the energy from the steps taken and the gradient changes observed. Let $s_i\in\mathbb R^N$ be step $i$, $y_i\in\mathbb R^N$ the corresponding change of the gradient, and $B_0$ a real symmetric initial Hessian. Counting starts at zero, so $k$ updates use the pairs $0,\dots,k-1$. The symmetric rank-one (SR1) update is

$$B_{i+1}=B_i+\frac{r_i r_i^T}{d_i},\qquad r_i=y_i-B_i s_i,\qquad d_i=r_i^T s_i .$$

The residual $r_i$ refers to the current matrix $B_i$. The residual with respect to the initial matrix is $q_i=y_i-B_0 s_i$. The columns of $S$, $Y$ and $Q=Y-B_0S$ are the $s_i$, $y_i$ and $q_i$ for $i<k$.

## All $k$ updates in one formula

Let $M$ be the symmetric $k\times k$ matrix with

$$M_{ij}=s_i^T y_j-s_i^T B_0 s_j=s_i^T q_j\qquad (i\ge j).$$

If $d_0,\dots,d_{k-1}$ are all nonzero, then $M$ is invertible and

$$B_k=B_0+Q\,M^{-1}Q^T .$$

Only the lower triangle of $S^TQ$ enters; the upper triangle of $M$ is its mirror image. On an anharmonic surface $S^TY$ is in general not symmetric, and the full product $S^TQ$ is then a different matrix.

Write $M_m$ for the leading $m\times m$ block of $M$. The first $k$ denominators are all nonzero exactly when $M_1,\dots,M_k$ are all invertible.

## Hessian products from stored pairs

In geometry optimisations and saddle-point searches with finitely many real coordinates, the formula lets a limited-memory SR1 code apply $B_k$ without storing an $N\times N$ matrix, provided $B_0$ is cheap to apply, for example diagonal. Here the $k$ pairs are the ones the code retains. If it drops an old pair, $B_k$ is the result of restarting the recursion from $B_0$ with the remaining pairs; the denominators then change in general, and the new ones must be nonzero. To form $B_kx$, the code

1. computes the $k$ overlaps $t=Q^Tx$;
2. solves the small system $Mc=t$;
3. returns $B_0x+Qc$.

Apart from $B_0x$ and the small solve, the work is of order $Nk$. Since $M$ may be indefinite, the solve uses a symmetric indefinite or LU factorisation instead of Cholesky. With $B_0$ fixed, a new pair adds the column $q_k$ to $Q$ and the row of overlaps $s_k^Tq_j$, $j\le k$, to $M$, together with its mirror image.

If a code skips an update because its denominator is too small, that pair must also be left out of $Q$ and $M$ for the compact formula to reproduce the recursion with the skip. Take $B_0=0$ in two dimensions with unit vectors $e_1,e_2$, and the pairs $s_0=e_1$, $y_0=e_2$ and $s_1=e_2$, $y_1=e_1+e_2$. Then $d_0=0$. Skipping the first update gives $r_1=e_1+e_2$, $d_1=1$ and the left matrix below. Keeping both pairs in the compact formula gives an invertible $M$ but the right matrix:

$$\begin{pmatrix}1&1\\1&1\end{pmatrix}\neq\begin{pmatrix}0&1\\1&1\end{pmatrix},\qquad M=\begin{pmatrix}0&1\\1&1\end{pmatrix}.$$

So invertibility of the full $M$ alone cannot replace the condition on the denominators.

## Eliminating the last coefficient

Every $B_k$ is symmetric, because each update adds a symmetric matrix. Acting on a vector $x$, one update gives

$$B_{k+1}x=B_kx+\frac{r_k^Tx}{d_k}\,r_k .$$

The central claim is that, for nonzero denominators, $M_kc=Q^Tx$ implies $B_kx=B_0x+\sum_{j<k}c_jq_j$, and that $x=0$ then forces $c=0$. The proof is by induction on $k$; for $k=0$ there is nothing to show.

At size $k+1$, the rows $i<k$ contain $M_{ik}c_k=c_k\,q_i^Ts_k$. Moving this term to the right gives

$$\sum_{j<k}M_{ij}c_j=q_i^T(x-c_ks_k).$$

This is the size-$k$ system for $x-c_ks_k$, so by induction

$$B_k(x-c_ks_k)=B_0(x-c_ks_k)+\sum_{j<k}c_jq_j. \tag{1}$$

The last row reads $s_k^T\sum_{j\le k}c_jq_j=q_k^Tx$. Inserting $q_k=y_k-B_0s_k$ and using the symmetry of $B_0$ gives

$$s_k^T\sum_{j<k}c_jq_j=y_k^Tx-s_k^TB_0x-c_k\left(s_k^Ty_k-s_k^TB_0s_k\right).$$

Now multiply (1) by $s_k^T$ and insert this sum. The $B_0$ terms cancel:

$$s_k^TB_kx-c_k\,s_k^TB_ks_k=y_k^Tx-c_k\,s_k^Ty_k .$$

Since $B_k$ is symmetric, this is $c_kd_k=r_k^Tx$. The update therefore adds $c_kr_k=c_ky_k-c_kB_ks_k$, and (1) gives

$$B_{k+1}x=B_k(x-c_ks_k)+c_ky_k=B_0x+\sum_{j\le k}c_jq_j .$$

If $x=0$, then $c_kd_k=0$, so $c_k=0$. The smaller system then has zero right-hand side, and the remaining coefficients vanish by induction.

Hence $M$ has only the trivial null vector and is invertible. Setting $c=M^{-1}Q^Tx$ for arbitrary $x$ gives the compact formula.

For the converse, suppose the leading blocks are invertible and $d_i$ is the first vanishing denominator. Solve $M_ic=Q^Ts_i$, with $Q$ restricted to its first $i$ columns. The central claim gives $\sum_{j<i}c_jq_j=B_is_i-B_0s_i=q_i-r_i$. For rows $a<i$, $\sum_{j<i}M_{aj}c_j=q_a^Ts_i=M_{ai}$. For row $i$, the sum is $s_i^Tq_i-d_i=M_{ii}$. Thus $(c,-1)$ is a null vector of $M_{i+1}$, a contradiction.

## The Lean source

```lean
import Mathlib

open Matrix Finset

namespace SR1Compact

variable {n : Type*} [Fintype n]

/-- The symmetric rank-one update `B + r rᵀ / (rᵀ s)` with `r = y - B s`, meant for `rᵀ s ≠ 0`. -/
noncomputable def sr1Update (B : Matrix n n ℝ) (s y : n → ℝ) : Matrix n n ℝ :=
  B + (1 / ((y - B *ᵥ s) ⬝ᵥ s)) • vecMulVec (y - B *ᵥ s) (y - B *ᵥ s)

/-- The matrix `B_k` after `k` SR1 updates of `B₀` with the pairs `(s_i, y_i)`, meant for
nonzero denominators. -/
noncomputable def sr1 (B₀ : Matrix n n ℝ) (s y : ℕ → n → ℝ) : ℕ → Matrix n n ℝ
  | 0 => B₀
  | k + 1 => sr1Update (sr1 B₀ s y k) (s k) (y k)

/-- The residual `r_k = y_k - B_k s_k` of the current matrix. -/
noncomputable def residual (B₀ : Matrix n n ℝ) (s y : ℕ → n → ℝ) (k : ℕ) : n → ℝ :=
  y k - sr1 B₀ s y k *ᵥ s k

/-- The denominator `r_kᵀ s_k` of the update that leads from `B_k` to `B_{k+1}`. -/
noncomputable def denom (B₀ : Matrix n n ℝ) (s y : ℕ → n → ℝ) (k : ℕ) : ℝ :=
  residual B₀ s y k ⬝ᵥ s k

/-- The residual `q_j = y_j - B₀ s_j` of the initial matrix. -/
def mismatch (B₀ : Matrix n n ℝ) (s y : ℕ → n → ℝ) (j : ℕ) : n → ℝ :=
  y j - B₀ *ᵥ s j

/-- The matrix whose columns are the first `k` vectors of a sequence. -/
def columns (v : ℕ → n → ℝ) (k : ℕ) : Matrix n (Fin k) ℝ :=
  Matrix.of fun a j => v j a

/-- The matrix `Q = Y - B₀ S`. -/
def Q (B₀ : Matrix n n ℝ) (s y : ℕ → n → ℝ) (k : ℕ) : Matrix n (Fin k) ℝ :=
  columns y k - B₀ * columns s k

/-- The number `s_iᵀ q_j` for `i ≥ j`, continued symmetrically to `i < j`. -/
def entry (B₀ : Matrix n n ℝ) (s y : ℕ → n → ℝ) (i j : ℕ) : ℝ :=
  s (max i j) ⬝ᵥ mismatch B₀ s y (min i j)

/-- The `k × k` middle matrix `M` of the compact representation. -/
def middle (B₀ : Matrix n n ℝ) (s y : ℕ → n → ℝ) (k : ℕ) : Matrix (Fin k) (Fin k) ℝ :=
  Matrix.of fun i j => entry B₀ s y i j

variable {B₀ : Matrix n n ℝ} {s y : ℕ → n → ℝ}

/-- The middle matrix is the only symmetric matrix with
`M_ij = s_iᵀ y_j - s_iᵀ B₀ s_j` for `i ≥ j`. -/
theorem eq_middle_iff {k : ℕ} (M : Matrix (Fin k) (Fin k) ℝ) :
    M = middle B₀ s y k ↔
      M.IsSymm ∧ ∀ i j, j ≤ i → M i j = s i ⬝ᵥ y j - s i ⬝ᵥ B₀ *ᵥ s j := by
  constructor
  · rintro rfl
    refine ⟨Matrix.IsSymm.ext fun i j => ?_, fun i j h => ?_⟩
    · change entry B₀ s y j i = entry B₀ s y i j
      rw [entry, entry, max_comm, min_comm]
    · have h' : (j : ℕ) ≤ i := h
      change entry B₀ s y i j = _
      rw [entry, max_eq_left h', min_eq_right h', mismatch, dotProduct_sub]
  · rintro ⟨hs, hl⟩
    ext i j
    change M i j = entry B₀ s y i j
    rcases le_total j i with h | h
    · have h' : (j : ℕ) ≤ i := h
      rw [hl i j h, entry, max_eq_left h', min_eq_right h', mismatch, dotProduct_sub]
    · have h' : (i : ℕ) ≤ j := h
      rw [← hs.apply i j, hl j i h, entry, max_eq_right h', min_eq_left h', mismatch,
        dotProduct_sub]

/-- SR1 updates of a symmetric matrix are symmetric. -/
theorem sr1_isSymm (hB : B₀.IsSymm) (k : ℕ) : (sr1 B₀ s y k).IsSymm := by
  induction k with
  | zero => exact hB
  | succ k ih =>
    refine Matrix.IsSymm.ext fun a b => ?_
    have h := ih.apply a b
    simp only [sr1, sr1Update, Matrix.add_apply, Matrix.smul_apply, vecMulVec_apply,
      smul_eq_mul]
    linear_combination h

/-- One update changes the product with a vector `x` by a multiple of the residual `r_k`. -/
theorem sr1_succ_mulVec (k : ℕ) (x : n → ℝ) :
    sr1 B₀ s y (k + 1) *ᵥ x = sr1 B₀ s y k *ᵥ x +
      (1 / denom B₀ s y k * (residual B₀ s y k ⬝ᵥ x)) • residual B₀ s y k := by
  have outer : ∀ (a : ℝ) (u : n → ℝ), (a • vecMulVec u u) *ᵥ x = (a * (u ⬝ᵥ x)) • u := by
    intro a u
    ext i
    simp only [mulVec, dotProduct, Matrix.smul_apply, vecMulVec_apply, Pi.smul_apply,
      smul_eq_mul, Finset.mul_sum, Finset.sum_mul]
    exact Finset.sum_congr rfl fun b _ => by ring
  have h : sr1 B₀ s y (k + 1) = sr1 B₀ s y k +
    (1 / denom B₀ s y k) • vecMulVec (residual B₀ s y k) (residual B₀ s y k) := rfl
  rw [h, Matrix.add_mulVec, outer]

/-- Up to the diagonal, row `k` of the middle matrix acts on coefficients `c` as the overlap of
`s_k` with the combination `∑ c_j q_j`. -/
theorem row_sum (c : ℕ → ℝ) (k m : ℕ) (hm : m ≤ k + 1) :
    ∑ j ∈ range m, entry B₀ s y k j * c j =
      s k ⬝ᵥ ∑ j ∈ range m, c j • mismatch B₀ s y j := by
  induction m with
  | zero => simp
  | succ m ih =>
    have h : m ≤ k := by omega
    rw [sum_range_succ, sum_range_succ, ih (by omega), dotProduct_add, dotProduct_smul,
      entry, max_eq_left h, min_eq_right h, smul_eq_mul, mul_comm (c m)]

/-- For symmetric `B₀` and nonzero denominators, if `M c = Qᵀ x` then `B_k x = B₀ x + Q c`,
and `x = 0` forces `c = 0`. -/
theorem elimination (hB : B₀.IsSymm) (c : ℕ → ℝ) (k : ℕ) :
    (∀ i < k, denom B₀ s y i ≠ 0) → ∀ x : n → ℝ,
    (∀ i < k, ∑ j ∈ range k, entry B₀ s y i j * c j = mismatch B₀ s y i ⬝ᵥ x) →
    sr1 B₀ s y k *ᵥ x = B₀ *ᵥ x + ∑ j ∈ range k, c j • mismatch B₀ s y j ∧
      (x = 0 → ∀ i < k, c i = 0) := by
  have sym : ∀ B : Matrix n n ℝ, B.IsSymm → ∀ u v : n → ℝ,
      (B *ᵥ u) ⬝ᵥ v = u ⬝ᵥ B *ᵥ v := by
    intro B h u v
    rw [Matrix.dotProduct_mulVec, ← Matrix.mulVec_transpose, h.eq]
  induction k with
  | zero => intro _ x _; simp [sr1]
  | succ k ih =>
    intro hden x h
    -- moving the last column to the right gives the smaller system for `x - c_k s_k`
    have hsys : ∀ i < k, ∑ j ∈ range k, entry B₀ s y i j * c j =
        mismatch B₀ s y i ⬝ᵥ (x - c k • s k) := by
      intro i hi
      have e : entry B₀ s y i k = mismatch B₀ s y i ⬝ᵥ s k := by
        rw [entry, max_eq_right hi.le, min_eq_left hi.le, dotProduct_comm]
      have h1 := h i (by omega)
      rw [sum_range_succ, e] at h1
      rw [dotProduct_sub, dotProduct_smul, smul_eq_mul]
      linear_combination h1
    obtain ⟨ha, h0⟩ := ih (fun i hi => hden i (by omega)) _ hsys
    have e := congrArg (fun v => s k ⬝ᵥ v) ha
    simp only [mulVec_sub, mulVec_smul, dotProduct_add, dotProduct_sub, dotProduct_smul,
      smul_eq_mul] at ha e
    have q1 : s k ⬝ᵥ mismatch B₀ s y k = y k ⬝ᵥ s k - s k ⬝ᵥ B₀ *ᵥ s k := by
      rw [mismatch, dotProduct_sub, dotProduct_comm (s k) (y k)]
    have q2 : mismatch B₀ s y k ⬝ᵥ x = y k ⬝ᵥ x - s k ⬝ᵥ B₀ *ᵥ x := by
      rw [mismatch, sub_dotProduct, sym _ hB]
    have hr := h k (by omega)
    rw [row_sum c k (k + 1) le_rfl, sum_range_succ, dotProduct_add, dotProduct_smul,
      smul_eq_mul, q1, q2] at hr
    -- the last row fixes the last coefficient
    have hk : (sr1 B₀ s y k).IsSymm := sr1_isSymm hB k
    have hc : c k * denom B₀ s y k = residual B₀ s y k ⬝ᵥ x := by
      rw [denom, residual, sub_dotProduct, sub_dotProduct, sym _ hk, sym _ hk]
      linear_combination e + hr
    have hd := hden k (by omega)
    constructor
    · have hcoef : 1 / denom B₀ s y k * (residual B₀ s y k ⬝ᵥ x) = c k := by
        rw [← hc]
        field_simp
      have hres : residual B₀ s y k =
          mismatch B₀ s y k + B₀ *ᵥ s k - sr1 B₀ s y k *ᵥ s k := by
        simp [residual, mismatch]
      rw [sr1_succ_mulVec, hcoef, sum_range_succ, hres]
      linear_combination (norm := module) ha
    · intro hx i hi
      have hck : c k = 0 := by
        rw [hx, dotProduct_zero] at hc
        exact (mul_eq_zero.1 hc).resolve_right hd
      rcases (by omega : i < k ∨ i = k) with h1 | h1
      · exact h0 (by rw [hx, hck]; simp) i h1
      · rw [h1]; exact hck

/-- For symmetric `B₀` and nonzero denominators the middle matrix is invertible. -/
theorem middle_det_ne_zero (hB : B₀.IsSymm) (k : ℕ) (hden : ∀ i < k, denom B₀ s y i ≠ 0) :
    (middle B₀ s y k).det ≠ 0 := by
  intro hdet
  obtain ⟨v, hv, h0⟩ := Matrix.exists_mulVec_eq_zero_iff.2 hdet
  apply hv
  funext i
  have h := (elimination hB (fun j => if h : j < k then v ⟨j, h⟩ else 0) k hden 0
    (fun i hi => by
      rw [Finset.sum_range]
      refine Eq.trans ?_ ((congrFun h0 ⟨i, hi⟩).trans (dotProduct_zero _).symm)
      refine Finset.sum_congr rfl fun j _ => ?_
      exact congrArg (entry B₀ s y i j * ·) (dif_pos j.2))).2 rfl i i.2
  simpa using h

/-- If the middle matrix is invertible, the coefficients `c = M⁻¹ Qᵀ x` solve `M c = Qᵀ x`. -/
theorem exists_coefficients (k : ℕ) (hdet : (middle B₀ s y k).det ≠ 0) (x : n → ℝ) :
    ∃ c : ℕ → ℝ,
      (∀ j : Fin k, c j = ((middle B₀ s y k)⁻¹ *ᵥ ((Q B₀ s y k)ᵀ *ᵥ x)) j) ∧
      ∀ i < k, ∑ j ∈ range k, entry B₀ s y i j * c j = mismatch B₀ s y i ⬝ᵥ x := by
  have hv : middle B₀ s y k *ᵥ ((middle B₀ s y k)⁻¹ *ᵥ ((Q B₀ s y k)ᵀ *ᵥ x)) =
      (Q B₀ s y k)ᵀ *ᵥ x := by
    rw [Matrix.mulVec_mulVec, Matrix.mul_nonsing_inv _ (isUnit_iff_ne_zero.2 hdet),
      Matrix.one_mulVec]
  generalize (middle B₀ s y k)⁻¹ *ᵥ ((Q B₀ s y k)ᵀ *ᵥ x) = v at hv ⊢
  refine ⟨fun j => if h : j < k then v ⟨j, h⟩ else 0, fun j => dif_pos j.2, fun i hi => ?_⟩
  rw [Finset.sum_range]
  refine Eq.trans ?_ (congrFun hv ⟨i, hi⟩)
  refine Finset.sum_congr rfl fun j _ => ?_
  exact congrArg (entry B₀ s y i j * ·) (dif_pos j.2)

/-- Compact representation: for symmetric `B₀` and `k` SR1 updates with nonzero denominators,
`M` is invertible and `B_k = B₀ + Q M⁻¹ Qᵀ`. -/
theorem compact_representation (hB : B₀.IsSymm) (k : ℕ)
    (hden : ∀ i < k, denom B₀ s y i ≠ 0) :
    (middle B₀ s y k).det ≠ 0 ∧
      sr1 B₀ s y k = B₀ + Q B₀ s y k * (middle B₀ s y k)⁻¹ * (Q B₀ s y k)ᵀ := by
  classical
  have hdet := middle_det_ne_zero hB k hden
  refine ⟨hdet, ?_⟩
  -- compare the action of both sides on an arbitrary vector
  apply Matrix.toLin'.injective
  refine LinearMap.ext fun x => ?_
  rw [Matrix.toLin'_apply, Matrix.toLin'_apply]
  obtain ⟨c, hc, hsys⟩ := exists_coefficients k hdet x
  rw [(elimination hB c k hden x hsys).1, Matrix.add_mulVec, ← Matrix.mulVec_mulVec,
    ← Matrix.mulVec_mulVec]
  congr 1
  ext a
  rw [Finset.sum_range, Finset.sum_apply]
  refine Finset.sum_congr rfl fun j _ => ?_
  rw [Pi.smul_apply, smul_eq_mul, hc j]
  exact mul_comm _ _

/-- For symmetric `B₀`, the first `k` SR1 denominators are all nonzero exactly when the middle
matrices of all sizes up to `k` are invertible. -/
theorem denom_ne_zero_iff (hB : B₀.IsSymm) (k : ℕ) :
    (∀ i < k, denom B₀ s y i ≠ 0) ↔ ∀ m ≤ k, (middle B₀ s y m).det ≠ 0 := by
  refine ⟨fun h m hm => middle_det_ne_zero hB m fun i hi => h i (by omega), fun hM i => ?_⟩
  induction i using Nat.strong_induction_on with
  | _ i ih =>
    intro hi hzero
    obtain ⟨c, -, hsys⟩ := exists_coefficients i (hM i hi.le) (s i)
    have ha := (elimination hB c i (fun m hm => ih m hm (by omega)) (s i) hsys).1
    -- a vanishing denominator makes the last column depend on the earlier ones
    have key : ∀ a ≤ i, ∑ j ∈ range i, entry B₀ s y a j * c j = entry B₀ s y a i := by
      intro a hai
      rcases hai.lt_or_eq with h | h
      · rw [hsys a h, entry, max_eq_right h.le, min_eq_left h.le, dotProduct_comm]
      · have e1 : mismatch B₀ s y i = y i - B₀ *ᵥ s i := rfl
        have e : ∑ j ∈ range i, c j • mismatch B₀ s y j =
            mismatch B₀ s y i - residual B₀ s y i := by
          rw [residual, ha, e1]
          abel
        have hz : residual B₀ s y i ⬝ᵥ s i = 0 := hzero
        rw [h, row_sum c i i (by omega), e, dotProduct_sub,
          dotProduct_comm (s i) (residual B₀ s y i), hz, sub_zero, entry, max_self, min_self]
    refine hM (i + 1) hi (Matrix.exists_mulVec_eq_zero_iff.1
      ⟨fun j => if (j : ℕ) = i then (-1 : ℝ) else c j, fun h => ?_, ?_⟩)
    · have h1 := congrFun h (Fin.last i)
      simp at h1
    · funext a
      refine (Finset.sum_range
        (fun j => entry B₀ s y a j * (if j = i then (-1 : ℝ) else c j))).symm.trans ?_
      have hs : ∑ j ∈ range i, entry B₀ s y a j * (if j = i then (-1 : ℝ) else c j) =
          entry B₀ s y a i := by
        refine Eq.trans (Finset.sum_congr rfl fun j hj => ?_) (key a (by omega))
        rw [if_neg (mem_range.1 hj).ne]
      rw [sum_range_succ, hs, if_pos rfl]
      simp

end SR1Compact
```

```lean
#print axioms SR1Compact.eq_middle_iff
#print axioms SR1Compact.compact_representation
#print axioms SR1Compact.denom_ne_zero_iff
```

```
'SR1Compact.eq_middle_iff' depends on axioms: [propext, Classical.choice, Quot.sound]
'SR1Compact.compact_representation' depends on axioms: [propext, Classical.choice, Quot.sound]
'SR1Compact.denom_ne_zero_iff' depends on axioms: [propext, Classical.choice, Quot.sound]
```

## What the theorems say about the recursion

In the code, `n` is the finite index set of the coordinates, not their number. The pairs are sequences `s y : ℕ → n → ℝ`, of which only the first `k` members matter. `sr1 B₀ s y k` is $B_k$, defined by the update recursion itself; `residual`, `denom` and `mismatch` are $r_k$, $d_k$ and $q_j$; `middle` is $M$. The theorem `eq_middle_iff` states that `middle` is the only symmetric matrix with the prescribed lower triangle.

`compact_representation` assumes that `B₀` is symmetric and that `denom B₀ s y i ≠ 0` for every `i < k`. It concludes that the determinant of `middle` is nonzero and that the compact formula holds. `denom_ne_zero_iff` is the equivalence with the leading blocks; it includes the empty block, whose determinant is 1. Lean sets $1/0=0$, so a vanishing denominator acts there like a skipped update.

The induction is `elimination`. Inside it, `hsys` is the reduced system, `ha` is equation (1), and `hc` is $c_kd_k=r_k^Tx$, obtained by adding the projected equation `e` and the last row `hr`. It relies on `sr1_isSymm` for symmetry, `sr1_succ_mulVec` for the action of one update and `row_sum` for the last row. `middle_det_ne_zero` applies the case $x=0$ to a supposed null vector. `exists_coefficients` supplies $c=M^{-1}Q^Tx$, and `compact_representation` compares both sides on every vector. `denom_ne_zero_iff` uses strong induction to reach the first vanishing denominator, then builds the null vector with last entry $-1$.

The pairs are arbitrary real vectors: no energy function, line search or curvature condition is assumed. Correspondingly, nothing follows about convergence or about how well $B_k$ approximates the true Hessian. The theorems also assume exact arithmetic: in floating point, a denominator may be nonzero yet so small that the solve with $M$ is inaccurate.
